# The second derivative of a trigonometric polynomial of degree at most R ≥ 1 from 2R of its values

## Waves, shifts and weights

Let i run over a finite index set, `ι` in the code. A real trigonometric polynomial is written as a sum of waves with integer frequencies kᵢ, real amplitudes Aᵢ and real phases φᵢ:

f(x) = Σᵢ Aᵢ cos(kᵢ x + φᵢ).

Frequencies may repeat, vanish or be negative. Since b sin(kx) = b cos(kx − π/2), the usual form with sines and cosines is included. Degree at most R means |kᵢ| ≤ R for all i.

In Lean 4 with Mathlib:

```lean
import Mathlib

open Real
open scoped Matrix

namespace SecondOrderParameterShift

noncomputable section

variable {ι : Type*} [Fintype ι]

/-- A finite sum of real waves with integer frequencies `k`, amplitudes `A` and phases `φ`. -/
def trigPoly (k : ι → ℤ) (A φ : ι → ℝ) (x : ℝ) : ℝ := ∑ i, A i * cos (k i * x + φ i)
```

The shift rule for degree at most R combines f(x) with the values at the 2R − 1 other points of an equally spaced grid over one period:

S f(x) = −(2R² + 1) f(x)/6 + Σ_{m=1}^{2R−1} (−1)^(m+1) f(x + mπ/R) / (2 sin²(mπ/(2R))).

The result is that, if R ≥ 1 and f has degree at most R, then f″(x) = S f(x) for every real x. At x = 0 this expresses f″(0) through the values f(mπ/R).

```lean
/-- The second-order shift rule: a weighted sum of the values of `f` at `x` and at the
points `x + mπ/R` with `0 < m < 2R`. -/
def shiftRule (R : ℕ) (f : ℝ → ℝ) (x : ℝ) : ℝ :=
  -(2 * (R : ℝ) ^ 2 + 1) / 6 * f x + ∑ m ∈ Finset.Ico 1 (2 * R),
    (-1) ^ (m + 1) * f (x + m * π / R) / (2 * sin (m * π / (2 * R)) ^ 2)
```

The proof rests on one weighted sum. For a natural number j and a phase φ, define

K_j(φ) = Σ_{m=1}^{2R−1} cos(jmπ/R + φ) / (2 sin²(mπ/(2R))).

The half-angles mπ/(2R) lie strictly between 0 and π, so no denominator vanishes.

```lean
/-- A wave of frequency `j` and phase `φ`, summed over the nonzero shifts with inverse squared
sines, halved, as weights. -/
def kernel (R j : ℕ) (φ : ℝ) : ℝ := ∑ m ∈ Finset.Ico 1 (2 * R),
  cos (j * (m * π / R) + φ) / (2 * sin (m * π / (2 * R)) ^ 2)
```

## A wave of frequency 0 < j < 2R sums to zero over the grid

Let 0 < j < 2R and α = jπ/R. The product formula

2 sin(α/2) cos(mα + φ) = sin(mα + φ + α/2) − sin(mα + φ − α/2)

makes the sum over m telescope:

2 sin(α/2) Σ_{m=0}^{2R−1} cos(mα + φ) = sin(2Rα + φ − α/2) − sin(φ − α/2).

Because 2Rα = 2πj, the right side is zero. Because 0 < α/2 < π, the factor sin(α/2) is positive and can be divided out. In the proof, `tel` is the telescoped identity, obtained by induction on the number of terms, and `hs` is the positivity.

```lean
/-- A wave of frequency strictly between `0` and `2R` sums to zero over `2R` equally spaced
points of a period. -/
theorem grid_sum {R j : ℕ} (hj : 0 < j) (hjR : j < 2 * R) (φ : ℝ) :
    ∑ m ∈ Finset.range (2 * R), cos (j * (m * π / R) + φ) = 0 := by
  have hR0 : 0 < R := by omega
  have hR : (0 : ℝ) < R := by exact_mod_cast hR0
  -- multiplication by a sine makes the sum telescope
  have tel : ∀ (α : ℝ) (N : ℕ), 2 * sin (α / 2) * ∑ m ∈ Finset.range N, cos (m * α + φ)
      = sin (N * α + φ - α / 2) - sin (φ - α / 2) := by
    intro α N
    induction N with
    | zero => simp
    | succ N ih =>
      have e : ((N + 1 : ℕ) : ℝ) * α + φ - α / 2 = N * α + φ + α / 2 := by push_cast; ring
      rw [Finset.sum_range_succ, mul_add, ih, e, Real.sin_add, Real.sin_sub]
      ring
  have h := tel (j * π / R) (2 * R)
  have e0 : ((2 * R : ℕ) : ℝ) * (j * π / R) = j * (2 * π) := by
    push_cast
    field_simp
  have e : ((2 * R : ℕ) : ℝ) * (j * π / R) + φ - j * π / R / 2
      = φ - j * π / R / 2 + j * (2 * π) := by linear_combination e0
  rw [e, Real.sin_add_nat_mul_two_pi, sub_self] at h
  have hs : 0 < sin (j * π / R / 2) := by
    apply Real.sin_pos_of_pos_of_lt_pi (by positivity)
    have hc : (j : ℝ) < 2 * R := by exact_mod_cast hjR
    rw [div_div, div_lt_iff₀ (by positivity)]
    nlinarith [Real.pi_pos]
  refine Eq.trans (Finset.sum_congr rfl fun m _ => ?_)
    ((mul_eq_zero.mp h).resolve_left (mul_pos two_pos hs).ne')
  congr 1
  ring
```

## The second difference removes the denominators

Take j + 1 < 2R, and set θ = mπ/R and u = (j+1)θ + φ. Then

cos(u + θ) − 2 cos u + cos(u − θ) = −2 cos u (1 − cos θ) = −4 cos u sin²(θ/2).

Division by 2 sin²(θ/2) leaves −2 cos u. The full grid sum of cos u is zero and its m = 0 term is cos φ, so the terms with m ≥ 1 add up to −cos φ. Hence

K_{j+2}(φ) − 2K_{j+1}(φ) + K_j(φ) = 2 cos φ.

The algebra for a single m is carried by `key`, and the grid sum enters as `g`.

```lean
/-- For `j + 1 < 2R`, the second difference of the weighted sum over the frequencies `j`, `j + 1`
and `j + 2` is `2 cos φ`. -/
theorem kernel_second_diff {R j : ℕ} (hj : j + 1 < 2 * R) (φ : ℝ) :
    kernel R (j + 1 + 1) φ - 2 * kernel R (j + 1) φ + kernel R j φ = 2 * cos φ := by
  have hR0 : 0 < R := by omega
  have hR : (0 : ℝ) < R := by exact_mod_cast hR0
  have g := grid_sum (Nat.succ_pos j) hj φ
  rw [Finset.range_eq_Ico, Finset.sum_eq_sum_Ico_succ_bot (by omega)] at g
  simp only [Nat.cast_zero, zero_mul, zero_div, mul_zero, zero_add] at g
  have key : ∀ P Q C D : ℝ, D ≠ 0 → P + Q - 2 * C = -2 * C * D →
      P / D - 2 * (C / D) + Q / D = -2 * C := by
    intro P Q C D hD h
    rw [show P / D - 2 * (C / D) + Q / D = (P + Q - 2 * C) / D by ring, h,
      mul_div_assoc, div_self hD, mul_one]
  -- the second difference of each wave cancels its denominator
  have d : kernel R (j + 1 + 1) φ - 2 * kernel R (j + 1) φ + kernel R j φ
      = ∑ m ∈ Finset.Ico 1 (2 * R), -2 * cos (((j + 1 : ℕ) : ℝ) * (m * π / R) + φ) := by
    unfold kernel
    rw [Finset.mul_sum, ← Finset.sum_sub_distrib, ← Finset.sum_add_distrib]
    refine Finset.sum_congr rfl fun m hm => ?_
    obtain ⟨h1, h2⟩ := Finset.mem_Ico.mp hm
    have h1' : (0 : ℝ) < m := by exact_mod_cast h1
    have h2' : (m : ℝ) < 2 * R := by exact_mod_cast h2
    have hs : 0 < sin (m * π / (2 * R)) := by
      apply Real.sin_pos_of_pos_of_lt_pi (by positivity)
      rw [div_lt_iff₀ (by positivity)]
      nlinarith [Real.pi_pos]
    have hθ : (m : ℝ) * π / R = 2 * (m * π / (2 * R)) := by field_simp
    have e1 : ((j + 1 + 1 : ℕ) : ℝ) * (m * π / R) + φ
        = ((j + 1 : ℕ) : ℝ) * (m * π / R) + φ + 2 * (m * π / (2 * R)) := by
      rw [hθ]; push_cast; ring
    have e2 : (j : ℝ) * (m * π / R) + φ
        = ((j + 1 : ℕ) : ℝ) * (m * π / R) + φ - 2 * (m * π / (2 * R)) := by
      rw [hθ]; push_cast; ring
    apply key _ _ _ _ (mul_ne_zero two_ne_zero (pow_ne_zero 2 hs.ne'))
    rw [e1, e2, Real.cos_add _ (2 * _), Real.cos_sub, Real.cos_two_mul]
    linear_combination 4 * cos (((j + 1 : ℕ) : ℝ) * (m * π / R) + φ)
      * Real.sin_sq_add_cos_sq (m * π / (2 * R))
  rw [← Finset.mul_sum] at d
  linear_combination d - 2 * g
```

## Periodicity and a total sum fix the constants

A sequence with constant second difference is quadratic. For 0 ≤ j ≤ 2R,

K_j = K_0 + j d + j(j − 1) cos φ, with d = K_1 − K_0.

The induction `rel` carries two neighbouring values at a time, as a second-order recursion requires.

Raising j from 0 to 2R adds 2πm to each angle, so K_{2R} = K_0. This gives

d = −(2R − 1) cos φ.

Next, sum K_j over j from 0 to 2R − 1 and exchange the two sums. For each fixed m, the inner sum is a grid sum with j and m interchanged, and it vanishes. Dividing the total by 2R gives

0 = K_0 + (2R − 1)d/2 + (2R − 1)(2R − 2) cos φ/3,

so K_0 = cos φ (4R² − 1)/6, and therefore

K_j(φ) = cos φ ((4R² − 1)/6 + j² − 2Rj).

These two conditions are `per` and `tot` in the proof.

```lean
/-- Closed form of the weighted sum for every frequency up to `2R`, when `R ≥ 1`. -/
theorem kernel_value {R j : ℕ} (hR : 0 < R) (hj : j ≤ 2 * R) (φ : ℝ) :
    kernel R j φ = cos φ * ((4 * (R : ℝ) ^ 2 - 1) / 6 + (j : ℝ) ^ 2 - 2 * R * j) := by
  have hR' : (0 : ℝ) < R := by exact_mod_cast hR
  have hn : (2 * R : ℝ) ≠ 0 := by positivity
  have rel : ∀ i : ℕ, i + 1 ≤ 2 * R →
      kernel R i φ = kernel R 0 φ + i * (kernel R 1 φ - kernel R 0 φ)
        + i * ((i : ℝ) - 1) * cos φ ∧
      kernel R (i + 1) φ = kernel R 0 φ + (i + 1 : ℕ) * (kernel R 1 φ - kernel R 0 φ)
        + (i + 1 : ℕ) * (((i + 1 : ℕ) : ℝ) - 1) * cos φ := by
    intro i
    induction i with
    | zero => intro _; constructor <;> simp
    | succ i ih =>
      intro hi
      obtain ⟨h1, h2⟩ := ih (by omega)
      refine ⟨h2, ?_⟩
      have s := kernel_second_diff (R := R) (j := i) (by omega) φ
      simp only [Nat.cast_add, Nat.cast_one] at h2 ⊢
      linear_combination s + 2 * h2 - h1
  have all : ∀ i : ℕ, i ≤ 2 * R → kernel R i φ = kernel R 0 φ
      + i * (kernel R 1 φ - kernel R 0 φ) + i * ((i : ℝ) - 1) * cos φ := by
    rintro (_ | i) hi
    · exact (rel 0 (by omega)).1
    · exact (rel i hi).2
  -- periodicity in the frequency fixes the first difference
  have per : kernel R (2 * R) φ = kernel R 0 φ := by
    refine Finset.sum_congr rfl fun m _ => ?_
    have e : ((2 * R : ℕ) : ℝ) * (m * π / R) + φ = φ + m * (2 * π) := by
      push_cast
      field_simp
      ring
    rw [e, Real.cos_add_nat_mul_two_pi, Nat.cast_zero, zero_mul, zero_add]
  have p := all (2 * R) le_rfl
  push_cast at p
  have D : kernel R 1 φ - kernel R 0 φ = -(2 * R - 1) * cos φ :=
    mul_left_cancel₀ hn (by linear_combination per - p)
  -- the sum over all frequencies vanishes and fixes the constant
  have tot : ∑ i ∈ Finset.range (2 * R), kernel R i φ = 0 := by
    unfold kernel
    rw [Finset.sum_comm]
    refine Finset.sum_eq_zero fun m hm => ?_
    obtain ⟨h1, h2⟩ := Finset.mem_Ico.mp hm
    have h : ∑ i ∈ Finset.range (2 * R), cos ((i : ℝ) * (m * π / R) + φ) = 0 := by
      refine Eq.trans (Finset.sum_congr rfl fun i _ => ?_) (grid_sum h1 h2 φ)
      congr 1
      ring
    rw [← Finset.sum_div, h, zero_div]
  have closed : ∀ (N : ℕ) (t d c : ℝ),
      ∑ i ∈ Finset.range N, (t + i * d + i * ((i : ℝ) - 1) * c)
      = N * t + N * (N - 1) / 2 * d + N * (N - 1) * (N - 2) / 3 * c := by
    intro N t d c
    induction N with
    | zero => simp
    | succ N ih => rw [Finset.sum_range_succ, ih]; push_cast; ring
  rw [Finset.sum_congr rfl (fun i hi => all i (Finset.mem_range.mp hi).le), closed] at tot
  push_cast at tot
  have k0 : kernel R 0 φ = cos φ * ((4 * (R : ℝ) ^ 2 - 1) / 6) :=
    mul_left_cancel₀ hn (by linear_combination tot - R * (2 * R - 1) * D)
  linear_combination all j hj + k0 + j * D
```

## The alternating sign shifts the frequency by R

For |k| ≤ R, put j = k + R, which lies between 0 and 2R. Then

cos(jmπ/R + kx + φ) = (−1)^m cos(k(x + mπ/R) + φ),

and the shifted part of the rule, applied to the wave cos(kx + φ), equals −K_j(kx + φ). Since j² − 2Rj = k² − R², this is

((2R² + 1)/6 − k²) cos(kx + φ).

```lean
/-- Let `R ≥ 1`. On a wave of frequency `k` with `|k| ≤ R` the shifted part of the rule acts as
multiplication by `(2R² + 1)/6 - k²`. -/
theorem shifted_wave {R : ℕ} (hR : 0 < R) {k : ℤ} (hk : |k| ≤ R) (φ x : ℝ) :
    ∑ m ∈ Finset.Ico 1 (2 * R), (-1) ^ (m + 1) * cos (k * (x + m * π / R) + φ)
        / (2 * sin (m * π / (2 * R)) ^ 2)
      = ((2 * (R : ℝ) ^ 2 + 1) / 6 - (k : ℝ) ^ 2) * cos (k * x + φ) := by
  have hR' : (0 : ℝ) < R := by exact_mod_cast hR
  obtain ⟨h1, h2⟩ := abs_le.mp hk
  obtain ⟨j, hj⟩ : ∃ j : ℕ, (j : ℤ) = k + R := ⟨(k + R).toNat, by omega⟩
  have hjr : (j : ℝ) = k + R := by exact_mod_cast hj
  -- the alternating sign raises the frequency from k to k + R
  have t : ∑ m ∈ Finset.Ico 1 (2 * R), (-1) ^ (m + 1) * cos (k * (x + m * π / R) + φ)
      / (2 * sin (m * π / (2 * R)) ^ 2) = -kernel R j (k * x + φ) := by
    rw [kernel, ← Finset.sum_neg_distrib]
    refine Finset.sum_congr rfl fun m _ => ?_
    have e : (j : ℝ) * (m * π / R) + (k * x + φ) = k * (x + m * π / R) + φ + m * π := by
      rw [hjr]
      field_simp
      ring
    rw [e, Real.cos_add_nat_mul_pi, pow_succ]
    ring
  rw [t, kernel_value hR (by omega), hjr]
  ring
```

## Assembling the second derivative

Differentiating a wave gives

d/dx [A cos(kx + φ)] = −kA sin(kx + φ) = kA cos(kx + φ + π/2).

The derivative is again a trigonometric polynomial with the same frequencies, so the lemma can be applied twice.

```lean
/-- Differentiation multiplies each amplitude by its frequency and advances each phase by a
quarter period. -/
theorem hasDerivAt_trigPoly (k : ι → ℤ) (A φ : ι → ℝ) (x : ℝ) :
    HasDerivAt (trigPoly k A φ)
      (trigPoly k (fun i => k i * A i) (fun i => φ i + π / 2) x) x := by
  unfold trigPoly
  refine HasDerivAt.fun_sum fun i _ => ?_
  have h : HasDerivAt (fun y : ℝ => (k i : ℝ) * y + φ i) (k i) x := by
    simpa using ((hasDerivAt_id' x).const_mul (k i : ℝ)).add_const (φ i)
  refine (h.cos.const_mul (A i)).congr_deriv ?_
  rw [← add_assoc, Real.cos_add_pi_div_two]
  ring
```

Two derivatives multiply each wave by −k². In the shift rule, the term −(2R² + 1)f(x)/6 cancels the constant part of the multiplier found above and leaves the same −k². Summing over i proves the rule. The hypotheses of the theorem are `0 < R` and the degree bound `hk`; amplitudes, phases and x are arbitrary.

```lean
/-- Second-order parameter-shift rule: the second derivative of a real trigonometric polynomial of
degree at most `R`, with `R ≥ 1`, is an exact combination of its values at `2R` equally spaced
points. -/
theorem second_deriv_eq_shiftRule {R : ℕ} (hR : 0 < R) (k : ι → ℤ) (hk : ∀ i, |k i| ≤ R)
    (A φ : ι → ℝ) (x : ℝ) :
    deriv (deriv (trigPoly k A φ)) x = shiftRule R (trigPoly k A φ) x := by
  have d : ∀ A φ : ι → ℝ, deriv (trigPoly k A φ)
      = trigPoly k (fun i => k i * A i) (fun i => φ i + π / 2) :=
    fun A φ => funext fun y => (hasDerivAt_trigPoly k A φ y).deriv
  -- apply the rule wave by wave
  have hsum : ∑ m ∈ Finset.Ico 1 (2 * R), (-1) ^ (m + 1) * trigPoly k A φ (x + m * π / R)
        / (2 * sin (m * π / (2 * R)) ^ 2)
      = ∑ i, ((2 * (R : ℝ) ^ 2 + 1) / 6 - (k i : ℝ) ^ 2) * (A i * cos (k i * x + φ i)) := by
    simp only [trigPoly, Finset.mul_sum, Finset.sum_div]
    rw [Finset.sum_comm]
    refine Finset.sum_congr rfl fun i _ => ?_
    rw [mul_left_comm, ← shifted_wave hR (hk i), Finset.mul_sum]
    refine Finset.sum_congr rfl fun m _ => ?_
    ring
  rw [d, d, shiftRule, hsum]
  unfold trigPoly
  rw [Finset.mul_sum, ← Finset.sum_add_distrib]
  refine Finset.sum_congr rfl fun i _ => ?_
  rw [← add_assoc, ← add_assoc, Real.cos_add_pi_div_two, Real.sin_add_pi_div_two]
  ring
```

For R = 1 the rule reads

f″(x) = (f(x + π) − f(x))/2.

For R = 2 it reads

f″(x) = −(3/2) f(x) + f(x + π/2) − (1/2) f(x + π) + f(x + 3π/2).

## The energy of a parametrised state

Consider a gate exp(−ixG) in a finite-dimensional space, written in the eigenbasis of its generator G. With integer eigenvalues ω_p and initial amplitudes c_p, the rotated state is

ψ_p(x) = exp(−iω_p x) c_p.

Integer eigenvalues express a commensurate spectrum in suitable units of angle; the angle x, its shifts and the derivative are then all taken in these units. A common offset of the eigenvalues changes only a global phase, so a Pauli rotation whose generator has eigenvalues ±1/2 can be represented by 0 and 1, which gives R = 1.

```lean
/-- The state with amplitudes `c` in the eigenbasis of a generator with integer eigenvalues `ω`,
after a rotation by the angle `x`. -/
def rotated (ω : ι → ℤ) (c : ι → ℂ) (x : ℝ) (p : ι) : ℂ :=
  Complex.exp (((-((ω p : ℝ) * x) : ℝ) : ℂ) * Complex.I) * c p
```

The energy is E(x) = Re⟨ψ(x), Mψ(x)⟩. Here M is the matrix of the observable, for instance the Hamiltonian, in the eigenbasis of G. For a Hermitian M the expectation value is already real. Fixed gates before the rotation are absorbed in c, and fixed gates after it in M. The code does not require c to be normalised. For nonzero c, the normalised energy is E(x)/Σ_p |c_p|²; the denominator does not depend on x, so the linear rule holds for it as well.

```lean
/-- The real part of `⟨ψ, Mψ⟩`, where `ψ` is the rotated vector. For normalised `c` this is the real
part of the expectation value of `M`. -/
def energy (ω : ι → ℤ) (c : ι → ℂ) (M : Matrix ι ι ℂ) (x : ℝ) : ℝ :=
  (star (rotated ω c x) ⬝ᵥ (M *ᵥ rotated ω c x)).re
```

Expanding the expectation value gives

E(x) = Σ_{p,q} |z_pq| cos((ω_p − ω_q)x + arg z_pq), with z_pq = c_p* M_pq c_q.

This is a trigonometric polynomial indexed by pairs of eigenstates. If all eigenvalue differences are at most R in magnitude, its degree is at most R and the rule applies. In the proof, `polar` converts each complex term to an amplitude and a phase, and `e` identifies the energy with the resulting `trigPoly`.

```lean
/-- If `R ≥ 1` and the eigenvalues of the generator differ by at most `R`, the second derivative of
the energy in the rotation angle is given exactly by the shift rule. -/
theorem energy_second_deriv {R : ℕ} (hR : 0 < R) (ω : ι → ℤ) (hω : ∀ p q, |ω p - ω q| ≤ R)
    (c : ι → ℂ) (M : Matrix ι ι ℂ) (x : ℝ) :
    deriv (deriv (energy ω c M)) x = shiftRule R (energy ω c M) x := by
  have polar : ∀ (t : ℝ) (z : ℂ),
      ‖z‖ * cos (t + z.arg) = cos t * z.re - sin t * z.im := by
    intro t z
    rw [Real.cos_add]
    linear_combination cos t * Complex.norm_mul_cos_arg z - sin t * Complex.norm_mul_sin_arg z
  -- each pair of eigenstates contributes a wave at the difference of its eigenvalues
  have e : energy ω c M = trigPoly (fun i : ι × ι => ω i.1 - ω i.2)
      (fun i => ‖star (c i.1) * M i.1 i.2 * c i.2‖)
      (fun i => (star (c i.1) * M i.1 i.2 * c i.2).arg) := by
    funext y
    simp only [energy, trigPoly, polar, Fintype.sum_prod_type, dotProduct, Matrix.mulVec,
      Pi.star_apply, Finset.mul_sum, Complex.re_sum]
    refine Finset.sum_congr rfl fun p _ => Finset.sum_congr rfl fun q _ => ?_
    rw [Int.cast_sub, sub_mul, Real.cos_sub, Real.sin_sub]
    simp only [rotated, Complex.star_def, Complex.mul_re, Complex.mul_im, Complex.conj_re,
      Complex.conj_im, Complex.exp_ofReal_mul_I_re, Complex.exp_ofReal_mul_I_im,
      Real.cos_neg, Real.sin_neg]
    ring
  have rule : ∀ k : ι × ι → ℤ, ∀ A φ : ι × ι → ℝ, (∀ i, |k i| ≤ R) →
      energy ω c M = trigPoly k A φ →
      deriv (deriv (energy ω c M)) x = shiftRule R (energy ω c M) x := by
    intro k A φ hk h
    rw [h]
    exact second_deriv_eq_shiftRule hR k hk A φ x
  refine rule _ _ _ ?_ e
  intro i
  exact hω i.1 i.2

end

end SecondOrderParameterShift
```

In a variational quantum eigensolver, this gives a diagonal element of the energy Hessian for a parameter that enters through one such gate, provided the energies are exact expectation values. A program evaluates the energy with that parameter shifted by mπ/R for m = 0, …, 2R − 1 and takes the dot product with weights that depend only on R. The unshifted energy can be shared among the diagonal elements of different parameters. With a finite number of measurements, the statistical errors of the energies pass into the result through the same weights.

```lean
#print axioms SecondOrderParameterShift.second_deriv_eq_shiftRule
-- 'SecondOrderParameterShift.second_deriv_eq_shiftRule' depends on axioms: [propext, Classical.choice, Quot.sound]
#print axioms SecondOrderParameterShift.energy_second_deriv
-- 'SecondOrderParameterShift.energy_second_deriv' depends on axioms: [propext, Classical.choice, Quot.sound]
```
